# Plane waves of one flipped spin on a ferromagnetic exchange ring have energies 2 − 2 cos(2πk/N)

On a periodic ring of $N\ge 1$ two-state spins, let
$$H=\sum_x (1-P_x),$$
where $P_x$ exchanges the spins at sites $x$ and $x+1$. Then $H$ is Hermitian and positive semidefinite, and for every integer $k$ the state
$$|k\rangle=\sum_y e^{2\pi i k y/N}\,|y\rangle$$
is a nonzero eigenvector with eigenvalue $2-2\cos(2\pi k/N)$. Here $|y\rangle$ is the many-spin state in which only the spin at site $y$ is flipped.

## The exchange ring

For two spins 1/2, the exchange operator is $P=\tfrac12+2\,\mathbf S_1\cdot\mathbf S_2$ in units with $\hbar=1$. Hence $1-P=2\left(\tfrac14-\mathbf S_1\cdot\mathbf S_2\right)$, which is zero on the triplet and 2 on the singlet. For $N\ge2$ the sum over bonds is therefore the Heisenberg ferromagnet with its energy measured from the fully aligned state. If, again for $N\ge2$, the Hamiltonian is written as $J\sum_x\left(\tfrac14-\mathbf S_x\cdot\mathbf S_{x+1}\right)$ with coupling $J>0$, it equals $\tfrac J2 H$, and the band becomes $J\,(1-\cos(2\pi k/N))$.

A single flipped spin can hop to either neighbour, and translation symmetry turns the hopping into plane waves. For this finite spin-1/2 ring with equal nearest-neighbour couplings, the formula gives exact energies against which the one-flip block of an exact-diagonalisation program can be compared.

## The statement in Lean's terms

Sites are elements of `ZMod N`, so $x+1$ wraps around the ring. A configuration, `Config N`, is a function from sites to `Bool`, with `true` for a flipped spin. A state, `State N`, assigns a complex amplitude to each configuration; the space has dimension $2^N$. The inner product `braket` is conjugate-linear in its first argument.

The operator `exchange x` is $P_x$, and `hamiltonian` is $H$. The state `ket (flipped y)` is $|y\rangle$, `phase k y` is the plane-wave factor, and `magnon k` is $|k\rangle$. The last is not normalised: its squared norm is $N$, so the unit vector is $N^{-1/2}|k\rangle$, with the same eigenvalue.

The theorems say the following.

- `hamiltonian_hermitian`: $\langle\phi,H\psi\rangle=\langle H\phi,\psi\rangle$ for all states.
- `hamiltonian_nonneg`: $\langle\psi,H\psi\rangle\ge 0$. In the order used on complex numbers, this means that the value is real and nonnegative.
- `hamiltonian_eq_zero_iff`: $H\psi=0$ exactly when $P_x\psi=\psi$ for every $x$.
- `one_magnon_band`: $|k\rangle\ne0$ and $H|k\rangle=(2-2\cos(2\pi k/N))\,|k\rangle$.

The hypothesis `NeZero N` requires only $N\ge1$. Bonds are labelled by their starting site, so for $N=2$ the single pair of spins is counted twice, and for $N=1$ the one bond joins the site to itself and $H=0$. From $N=3$ on, each neighbouring pair occurs once. States with two or more flipped spins are covered by positivity, but their eigenvalues are not computed.

## Positivity from a sum of squares

Let $s_x\sigma$ be the configuration $\sigma$ with the spins at $x$ and $x+1$ interchanged, so that $(P_x\psi)(\sigma)=\psi(s_x\sigma)$. Interchanging twice restores $\sigma$, so $s_x$ is a bijection and sums over configurations may be relabelled by it. The contribution of one bond to $\langle\psi,H\psi\rangle$ is
$$A_x=\sum_\sigma\overline{\psi(\sigma)}\,\bigl(\psi(\sigma)-\psi(s_x\sigma)\bigr)
=\sum_\sigma\overline{\psi(s_x\sigma)}\,\bigl(\psi(s_x\sigma)-\psi(\sigma)\bigr).$$
Adding the two forms gives $2A_x=\sum_\sigma|\psi(\sigma)-\psi(s_x\sigma)|^2$, and therefore
$$\langle\psi,H\psi\rangle=\frac12\sum_x\sum_\sigma|\psi(\sigma)-\psi(s_x\sigma)|^2\ge0.$$

If $H\psi=0$, the left side vanishes, so every square vanishes and $P_x\psi=\psi$ for all $x$. Conversely, if every exchange fixes $\psi$, each term of $H\psi$ is zero.

The same relabelling gives $\sum_\sigma\overline{\phi(\sigma)}\,\psi(s_x\sigma)=\sum_\sigma\overline{\phi(s_x\sigma)}\,\psi(\sigma)$. Each $P_x$ is thus Hermitian, and so is $H$.

## Hopping and the band

The exchange $P_x$ moves a flip at $x$ to $x+1$, moves a flip at $x+1$ to $x$, and leaves a flip elsewhere in place. In $H|y\rangle$ only the bonds starting at $y$ and at $y-1$ can contribute:
$$H|y\rangle=\bigl(|y\rangle-|y+1\rangle\bigr)+\bigl(|y\rangle-|y-1\rangle\bigr)=2|y\rangle-|y+1\rangle-|y-1\rangle.$$
For $N=1$ both sides are zero.

Write $q=2\pi k/N$ and $u_k(y)=e^{iqy}$, with $y$ represented by one of $0,\dots,N-1$. Changing the representative by $N$ multiplies the phase by $e^{2\pi i k}=1$, so $u_k(y\pm1)=e^{\pm iq}u_k(y)$ also holds across the boundary. Consequently
$$u_k(y+1)+u_k(y-1)=2\cos q\;u_k(y).$$

Now apply $H$ to the plane wave and shift the summation site in the two hopping terms:
$$\begin{aligned}
H|k\rangle&=\sum_y u_k(y)\bigl(2|y\rangle-|y+1\rangle-|y-1\rangle\bigr)\\
&=\sum_y\bigl(2u_k(y)-u_k(y-1)-u_k(y+1)\bigr)|y\rangle\\
&=(2-2\cos q)\,|k\rangle.
\end{aligned}$$
Different sites give different one-flip configurations, so the amplitude of $|k\rangle$ with the flip at $y$ is exactly $u_k(y)$. This has modulus one, and the state is nonzero.

## The Lean file

```lean
import Mathlib

open scoped ComplexConjugate ComplexOrder

namespace OneMagnonBand

noncomputable section

/-- A spin configuration on the ring; `true` marks a flipped spin. -/
abbrev Config (N : ℕ) := ZMod N → Bool

/-- A many-spin state: a complex amplitude for each configuration. -/
abbrev State (N : ℕ) := Config N → ℂ

variable {N : ℕ} [NeZero N]

/-- The configuration with the spins at `x` and `x + 1` interchanged. -/
def swapSites (x : ZMod N) (σ : Config N) : Config N :=
  fun z => σ (Equiv.swap x (x + 1) z)

/-- The exchange operator of the bond between `x` and `x + 1`. -/
def exchange (x : ZMod N) : State N →ₗ[ℂ] State N :=
  LinearMap.funLeft ℂ ℂ (swapSites x)

/-- The ferromagnetic exchange Hamiltonian: the sum over bonds of one minus the exchange. -/
def hamiltonian : State N →ₗ[ℂ] State N :=
  ∑ x : ZMod N, (LinearMap.id - exchange x)

/-- The inner product of two many-spin states. -/
def braket (φ ψ : State N) : ℂ := ∑ σ, conj (φ σ) * ψ σ

/-- The basis state of a single configuration. -/
def ket (σ : Config N) : State N := Pi.single σ 1

/-- The configuration in which only the spin at `y` is flipped. -/
def flipped (y : ZMod N) : Config N := fun z => decide (z = y)

/-- The plane-wave phase `exp(2πi k y / N)` at site `y`. -/
def phase (k : ℤ) (y : ZMod N) : ℂ :=
  Complex.exp (2 * Real.pi * Complex.I * k * (y.val : ℂ) / N)

/-- The one-magnon state: a plane wave of a single flipped spin. -/
def magnon (k : ℤ) : State N := ∑ y : ZMod N, phase k y • ket (flipped y)

omit [NeZero N] in
/-- Interchanging the same two spins twice restores the configuration. -/
lemma swapSites_swapSites (x : ZMod N) (σ : Config N) :
    swapSites x (swapSites x σ) = σ := by
  funext z
  simp [swapSites]

/-- The Hamiltonian written out on amplitudes. -/
lemma hamiltonian_apply (ψ : State N) (σ : Config N) :
    hamiltonian ψ σ = ∑ x, (ψ σ - exchange x ψ σ) := by
  simp only [hamiltonian, LinearMap.sum_apply, Finset.sum_apply, LinearMap.sub_apply,
    LinearMap.id_apply, Pi.sub_apply]

/-- The inner product of `ψ` with `hamiltonian ψ` is half the sum, over bonds and configurations, of
the squared modulus of the change of the amplitude of `ψ` under exchange. -/
theorem energy_eq (ψ : State N) :
    braket ψ (hamiltonian ψ) =
      ((1 / 2 * ∑ x, ∑ σ, ‖ψ σ - exchange x ψ σ‖ ^ 2 : ℝ) : ℂ) := by
  have bond : ∀ x : ZMod N, ∑ σ, conj (ψ σ) * (ψ σ - exchange x ψ σ) =
      ((1 / 2 * ∑ σ, ‖ψ σ - exchange x ψ σ‖ ^ 2 : ℝ) : ℂ) := by
    intro x
    -- relabel configurations by the exchange
    have h : ∑ σ, conj (exchange x ψ σ) * (exchange x ψ σ - ψ σ) =
        ∑ σ, conj (ψ σ) * (ψ σ - exchange x ψ σ) := by
      refine Fintype.sum_equiv
        (Function.Involutive.toPerm (swapSites x) (swapSites_swapSites x)) _ _ fun σ => ?_
      change conj (ψ (swapSites x σ)) * (ψ (swapSites x σ) - ψ σ) =
        conj (ψ (swapSites x σ)) *
          (ψ (swapSites x σ) - ψ (swapSites x (swapSites x σ)))
      rw [swapSites_swapSites]
    have h2 : ((∑ σ, ‖ψ σ - exchange x ψ σ‖ ^ 2 : ℝ) : ℂ) =
        ∑ σ, conj (ψ σ) * (ψ σ - exchange x ψ σ) +
        ∑ σ, conj (exchange x ψ σ) * (exchange x ψ σ - ψ σ) := by
      push_cast
      rw [← Finset.sum_add_distrib]
      refine Finset.sum_congr rfl fun σ _ => ?_
      rw [← Complex.conj_mul', map_sub]
      ring
    rw [Complex.ofReal_mul, h2, h]
    push_cast
    ring
  calc braket ψ (hamiltonian ψ)
      = ∑ x, ∑ σ, conj (ψ σ) * (ψ σ - exchange x ψ σ) := by
        simp only [braket, hamiltonian_apply, Finset.mul_sum]
        exact Finset.sum_comm
    _ = _ := by
        rw [Finset.mul_sum, Complex.ofReal_sum]
        exact Finset.sum_congr rfl fun x _ => bond x

/-- The exchange Hamiltonian is Hermitian. -/
theorem hamiltonian_hermitian (φ ψ : State N) :
    braket φ (hamiltonian ψ) = braket (hamiltonian φ) ψ := by
  simp only [braket, hamiltonian_apply, map_sum, Finset.mul_sum, Finset.sum_mul]
  refine Finset.sum_comm.trans (Eq.trans ?_ Finset.sum_comm)
  refine Finset.sum_congr rfl fun x _ => ?_
  simp only [map_sub, mul_sub, sub_mul, Finset.sum_sub_distrib]
  congr 1
  refine Fintype.sum_equiv
    (Function.Involutive.toPerm (swapSites x) (swapSites_swapSites x)) _ _ fun σ => ?_
  change conj (φ σ) * ψ (swapSites x σ) =
    conj (φ (swapSites x (swapSites x σ))) * ψ (swapSites x σ)
  rw [swapSites_swapSites]

/-- The inner product of `ψ` with `hamiltonian ψ` is real and nonnegative for every vector `ψ`. -/
theorem hamiltonian_nonneg (ψ : State N) : 0 ≤ braket ψ (hamiltonian ψ) := by
  rw [energy_eq]
  exact Complex.zero_le_real.mpr (by positivity)

/-- The Hamiltonian annihilates a vector `ψ` exactly when every neighbour exchange maps `ψ` to
itself, with no change of sign or phase. -/
theorem hamiltonian_eq_zero_iff (ψ : State N) :
    hamiltonian ψ = 0 ↔ ∀ x, exchange x ψ = ψ := by
  constructor
  · intro h x
    have he := energy_eq ψ
    rw [h] at he
    have h0 := Complex.ofReal_eq_zero.mp (he.symm.trans (by simp [braket]))
    have h1 := (mul_eq_zero.mp h0).resolve_left (by norm_num)
    -- a vanishing sum of squares vanishes term by term
    have h2 := (Finset.sum_eq_zero_iff_of_nonneg (by intros; positivity)).mp h1 x
      (Finset.mem_univ x)
    funext σ
    have h3 := (Finset.sum_eq_zero_iff_of_nonneg (by intros; positivity)).mp h2 σ
      (Finset.mem_univ σ)
    exact (sub_eq_zero.mp (norm_eq_zero.mp ((pow_eq_zero_iff two_ne_zero).mp h3))).symm
  · intro h
    funext σ
    rw [hamiltonian_apply]
    simp [h]

/-- Exchange on a bond moves a single flipped spin by the corresponding transposition. -/
lemma exchange_flipped (x y : ZMod N) :
    exchange x (ket (flipped y)) = ket (flipped (Equiv.swap x (x + 1) y)) := by
  have hs : swapSites x (flipped y) = flipped (Equiv.swap x (x + 1) y) := by
    funext z
    simp [swapSites, flipped, Equiv.swap_apply_eq_iff]
  rw [← hs]
  funext τ
  have h : swapSites x τ = flipped y ↔ τ = swapSites x (flipped y) :=
    ⟨fun h => by rw [← h, swapSites_swapSites], fun h => by rw [h, swapSites_swapSites]⟩
  simp only [ket, exchange, LinearMap.funLeft_apply, Pi.single_apply, h]

/-- On a single flipped spin the Hamiltonian acts as nearest-neighbour hopping. -/
theorem hamiltonian_flipped (y : ZMod N) :
    hamiltonian (ket (flipped y)) =
      (2 : ℂ) • ket (flipped y) - ket (flipped (y + 1)) - ket (flipped (y - 1)) := by
  -- only the bonds starting at y and at y - 1 contribute
  have key : ∀ x : ZMod N,
      ket (flipped y) - ket (flipped (Equiv.swap x (x + 1) y)) =
        (if x = y then ket (flipped y) - ket (flipped (y + 1)) else 0) +
        (if x = y - 1 then ket (flipped y) - ket (flipped (y - 1)) else 0) := by
    intro x
    by_cases h1 : x = y
    · rw [h1, if_pos rfl, Equiv.swap_apply_left]
      split_ifs with h2
      · rw [← h2, sub_self, add_zero]
      · rw [add_zero]
    · by_cases h2 : x = y - 1
      · rw [if_neg h1, if_pos h2, zero_add, h2, sub_add_cancel, Equiv.swap_apply_right]
      · rw [if_neg h1, if_neg h2, Equiv.swap_apply_of_ne_of_ne (Ne.symm h1)
          (fun h => h2 (eq_sub_of_add_eq h.symm)), sub_self, add_zero]
  rw [hamiltonian, LinearMap.sum_apply]
  simp only [LinearMap.sub_apply, LinearMap.id_apply, exchange_flipped, key,
    Finset.sum_add_distrib, Finset.sum_ite_eq', Finset.mem_univ, if_true]
  module

/-- The phases on the two neighbours of a site add up to `2 cos(2πk/N)` times its own phase. -/
lemma phase_neighbours (k : ℤ) (y : ZMod N) :
    phase k (y + 1) + phase k (y - 1) =
      2 * (Real.cos (2 * Real.pi * k / N) : ℂ) * phase k y := by
  -- the phase is an additive character, hence periodic around the ring
  have hp : ∀ z : ZMod N, phase k z = ZMod.stdAddChar ((k : ZMod N) * z) := by
    intro z
    have hz : (k : ZMod N) * z = ((k * (z.val : ℤ) : ℤ) : ZMod N) := by
      rw [Int.cast_mul, Int.cast_natCast, ZMod.natCast_zmod_val]
    rw [hz, ZMod.stdAddChar_coe, phase, Int.cast_mul, Int.cast_natCast]
    congr 1
    ring
  have h1 : ZMod.stdAddChar (k : ZMod N) =
      Complex.exp (((2 * Real.pi * k / N : ℝ) : ℂ) * Complex.I) := by
    rw [ZMod.stdAddChar_coe]
    congr 1
    push_cast
    ring
  have h2 : ZMod.stdAddChar (-(k : ZMod N)) =
      Complex.exp (-((2 * Real.pi * k / N : ℝ) : ℂ) * Complex.I) := by
    rw [← Int.cast_neg, ZMod.stdAddChar_coe]
    congr 1
    push_cast
    ring
  rw [hp, hp, hp, mul_add, mul_sub, mul_one, sub_eq_add_neg, AddChar.map_add_eq_mul,
    AddChar.map_add_eq_mul, h1, h2, Complex.ofReal_cos, Complex.cos]
  ring

/-- The amplitude of the one-magnon state with the flipped spin at `y` is the phase at `y`. -/
lemma magnon_flipped (k : ℤ) (y : ZMod N) : magnon k (flipped y) = phase k y := by
  have hinj : ∀ a b : ZMod N, flipped a = flipped b ↔ a = b := fun a b =>
    ⟨fun h => by simpa [flipped] using congrFun h a, fun h => by rw [h]⟩
  simp [magnon, ket, Finset.sum_apply, Pi.single_apply, hinj]

/-- One-magnon band: the plane wave of one flipped spin is a nonzero eigenvector of the
exchange Hamiltonian with eigenvalue `2 - 2 cos(2πk/N)`. -/
theorem one_magnon_band (k : ℤ) :
    (magnon k : State N) ≠ 0 ∧
    hamiltonian (magnon k : State N) =
      ((2 - 2 * Real.cos (2 * Real.pi * k / N) : ℝ) : ℂ) • magnon k := by
  constructor
  · intro h
    have h0 := magnon_flipped k (0 : ZMod N)
    rw [h] at h0
    exact Complex.exp_ne_zero _ h0.symm
  · -- shift the summation site in the two hopping terms
    have s1 : ∑ y : ZMod N, phase k y • ket (flipped (y + 1)) =
        ∑ y : ZMod N, phase k (y - 1) • ket (flipped y) :=
      Fintype.sum_equiv (Equiv.addRight 1) _ _ fun y => by simp
    have s2 : ∑ y : ZMod N, phase k y • ket (flipped (y - 1)) =
        ∑ y : ZMod N, phase k (y + 1) • ket (flipped y) :=
      Fintype.sum_equiv (Equiv.subRight 1) _ _ fun y => by simp
    rw [magnon, map_sum]
    simp only [map_smul, hamiltonian_flipped, smul_sub, Finset.sum_sub_distrib]
    rw [s1, s2, Finset.smul_sum, ← Finset.sum_sub_distrib, ← Finset.sum_sub_distrib]
    refine Finset.sum_congr rfl fun y _ => ?_
    have h : phase k (y - 1) =
        2 * (Real.cos (2 * Real.pi * k / N) : ℂ) * phase k y - phase k (y + 1) := by
      linear_combination phase_neighbours k y
    rw [h, Complex.ofReal_sub, Complex.ofReal_mul, Complex.ofReal_ofNat]
    module

end

end OneMagnonBand
```

```lean
#print axioms OneMagnonBand.hamiltonian_hermitian
#print axioms OneMagnonBand.hamiltonian_nonneg
#print axioms OneMagnonBand.hamiltonian_eq_zero_iff
#print axioms OneMagnonBand.one_magnon_band
```

```
'OneMagnonBand.hamiltonian_hermitian' depends on axioms: [propext, Classical.choice, Quot.sound]
'OneMagnonBand.hamiltonian_nonneg' depends on axioms: [propext, Classical.choice, Quot.sound]
'OneMagnonBand.hamiltonian_eq_zero_iff' depends on axioms: [propext, Classical.choice, Quot.sound]
'OneMagnonBand.one_magnon_band' depends on axioms: [propext, Classical.choice, Quot.sound]
```

## How the proof follows the derivation

**Energy and Hermiticity.** The lemma `swapSites_swapSites` states that $s_x$ is an involution, and `hamiltonian_apply` writes $H\psi$ out on amplitudes. In `energy_eq`, the local statement `bond` is the formula for $A_x$. Its step `h` is the relabelling, carried out by `Fintype.sum_equiv` with the permutation built from the involution. Its step `h2` expands the squared modulus into the two forms of $A_x$. The final `calc` interchanges the sums over bonds and configurations and adds up the bonds.

`hamiltonian_hermitian` uses the same permutation on the exchange term. `hamiltonian_nonneg` rewrites the inner product by `energy_eq`, after which `positivity` recognises a sum of squares. In `hamiltonian_eq_zero_iff`, the forward direction applies `Finset.sum_eq_zero_iff_of_nonneg` twice, first to the bonds and then to the configurations, to conclude that each individual square is zero.

**Hopping.** `exchange_flipped` proves $P_x|y\rangle=|\tau_x(y)\rangle$, where $\tau_x$ is the transposition of $x$ and $x+1$. It first identifies the exchanged configuration and then uses the involution to compare amplitudes. In `hamiltonian_flipped`, the statement `key` splits the contribution of bond $x$ into a term present only for $x=y$ and one present only for $x=y-1$. The case distinction includes the possibility that these two bonds coincide, which happens for $N=1$. Summing over $x$ leaves the two terms of the hand calculation.

**Phases.** `phase_neighbours` identifies `phase k z` with Mathlib's standard additive character of `ZMod N` evaluated at $kz$. This takes care of the wrap-around: the character turns addition modulo $N$ into multiplication of phases. The values at $k$ and $-k$ are $e^{iq}$ and $e^{-iq}$, whose sum is $2\cos q$.

**The eigenvector.** `magnon_flipped` reads off the amplitude at a one-flip configuration, using the injectivity of `flipped`. In `one_magnon_band`, a vanishing magnon would force the phase at site 0 to vanish, which an exponential never does. For the eigenvalue equation, `s1` and `s2` are the two shifts of the summation site. Linearity and `hamiltonian_flipped` then reduce the claim to one site at a time, where `linear_combination` supplies the neighbour identity and `module` collects the coefficients of $|y\rangle$.
